# At fixed electron number, a closed shell of independent electrons is a ground state exactly when the Zeeman splitting is at most the level gap

Put two non-interacting electrons into the lower of two orbitals with energies e(0) ≤ e(1), one with spin up and one with spin down. Apply a magnetic field that acts only on the spins, lowering the energy of each spin-up electron by h/2 and raising that of each spin-down electron by h/2. The pair has energy 2e(0), because the two shifts cancel. If the spin-down electron is flipped, the exclusion principle sends it to the upper orbital, and the energy becomes e(0) + e(1) − h. The flip therefore costs

e(1) − e(0) − h.

While h is smaller than the level spacing, the field gains less than the promotion costs, and the pair stays unpolarized.

The same competition decides how the spins in a finite cell of non-interacting electron gas respond to a weak field when the highest occupied shell is full. With more electrons, several spins may flip at once and electrons may be rearranged among many levels. The threshold is still the gap between the highest filled and the lowest empty level.

## Levels, gap and Zeeman splitting

The orbital energies form a nondecreasing sequence e(0) ≤ e(1) ≤ e(2) ≤ …, in which a degenerate level appears once per orbital. The number N counts doubly occupied orbitals, so there are 2N electrons; many texts use N for the electron number. Since counting starts at zero, the highest filled level is e(N − 1) and the lowest empty one is e(N). In the usual count from one these are e_N and e_(N+1). The gap is

Δ = e(N) − e(N − 1).

In Lean the levels are a function `e : ℕ → ℝ`, and their ordering is the hypothesis `Monotone e`.

```lean
import Mathlib

open Finset

namespace FiniteCellSpinResponse

noncomputable section

/-- The gap between the highest filled and the lowest empty level when the lowest `N` levels,
counted from zero, are doubly occupied; meant for ordered levels and `N ≥ 1`. -/
def levelGap (e : ℕ → ℝ) (N : ℕ) : ℝ := e N - e (N - 1)
```

The letter h is the full Zeeman splitting between the two spin directions, an energy proportional to the field; it is not Planck's constant. "Up" names the direction favoured by positive h. Now take m electrons from the top m filled orbitals, flip them to spin up, and place them in the lowest m empty orbitals. Each flip gains h, so the total cost is

C(m) = Σ_{j < m} [e(N + j) − e(N − 1 − j)] − m h.

The index j runs from 0 to m − 1. For m ≤ N only the levels e(0), …, e(2N − 1) enter, so a finite list of 2N levels can be continued by repeating its last entry without changing any of these costs.

```lean
/-- The cost of moving `m` electrons from the top `m` doubly occupied levels to the lowest `m` empty
ones, flipping each to spin up, at Zeeman splitting `h`; meant for ordered levels and `m ≤ N`. -/
def flipCost (e : ℕ → ℝ) (N : ℕ) (h : ℝ) (m : ℕ) : ℝ :=
  ∑ j ∈ range m, (e (N + j) - e (N - 1 - j)) - m * h
```

A general configuration is a Slater determinant, specified by the finite set U of orbitals occupied with spin up and the finite set D occupied with spin down. Its energy is

E_h(U, D) = Σ_{i ∈ U} e(i) + Σ_{i ∈ D} e(i) − (h/2)(|U| − |D|).

An orbital may lie in both sets, in which case it is doubly occupied. Being a set, U cannot contain an orbital twice, and that is the exclusion principle. The closed shell has U = D = {0, …, N − 1}, written `range N` in Lean.

```lean
/-- The energy of independent electrons with spin-up orbitals `U` and spin-down orbitals `D`
occupied, at Zeeman splitting `h`. -/
def configEnergy (e : ℕ → ℝ) (h : ℝ) (U D : Finset ℕ) : ℝ :=
  ∑ i ∈ U, e i + ∑ i ∈ D, e i - h / 2 * ((U.card : ℝ) - D.card)
```

This energy treats the electrons as independent, with levels that depend neither on the occupations nor on the field. For such electrons the determinants form a complete set of energy eigenstates, so the lowest determinant energy is the ground-state energy, and every ground state is a combination of determinants with that energy. Whether fixed levels of this kind describe a real, interacting electron gas is a separate question, which the theorems do not address.

## The flip cost is an energy difference

The formula for C(m) was written down from a picture of electrons being moved. To confirm that it is the energy difference of two determinants, first separate the filled levels into the lowest N − m and the top m:

Σ_{i < N} e(i) = Σ_{i < N − m} e(i) + Σ_{j < m} e(N − 1 − j).

For m = 0 this is trivial. Raising m from k to k + 1 moves the single level e(N − k − 1) from the first sum on the right to the second. The Lean proof is this induction, and `omega` settles the index identities.

```lean
/-- For `m ≤ N`, the sum of the first `N` levels is the sum of the first `N - m` levels plus the sum
of the next `m` levels. -/
theorem sum_filled_split (e : ℕ → ℝ) {N m : ℕ} (hm : m ≤ N) :
    ∑ i ∈ range N, e i = ∑ i ∈ range (N - m), e i + ∑ j ∈ range m, e (N - 1 - j) := by
  induction m with
  | zero => simp
  | succ k ih =>
    have h1 := ih (by omega)
    have h2 : N - k = (N - (k + 1)) + 1 := by omega
    have h3 : N - 1 - k = N - (k + 1) := by omega
    rw [h2, Finset.sum_range_succ] at h1
    rw [Finset.sum_range_succ (fun j => e (N - 1 - j)) k, h3]
    linarith
```

After m flips the lowest N + m orbitals hold spin-up electrons and the lowest N − m hold spin-down electrons. The population difference is 2m, so the field term is −m h. Subtracting the closed-shell energy gives

Σ_{i < N + m} e(i) + Σ_{i < N − m} e(i) − m h − 2 Σ_{i < N} e(i).

The first sum is Σ_{i < N} e(i) + Σ_{j < m} e(N + j). By the splitting above, the second is Σ_{i < N} e(i) − Σ_{j < m} e(N − 1 − j). The closed-shell sums cancel and C(m) remains. In Lean, `Finset.sum_range_add` makes the first replacement, and `linear_combination` supplies the second.

```lean
/-- For `m ≤ N`, the flip cost is the energy of the configuration with `N + m` spin-up and `N - m`
spin-down electrons in the first levels of the sequence, minus the energy of the closed shell. -/
theorem flipCost_eq_energy_difference (e : ℕ → ℝ) (h : ℝ) {N m : ℕ} (hm : m ≤ N) :
    flipCost e N h m =
      configEnergy e h (range (N + m)) (range (N - m))
        - configEnergy e h (range N) (range N) := by
  simp only [flipCost, configEnergy, Finset.card_range, Finset.sum_sub_distrib,
    Finset.sum_range_add, Nat.cast_add, Nat.cast_sub hm]
  linear_combination sum_filled_split e hm
```

## All flip costs are nonnegative exactly when h ≤ Δ

Suppose h ≤ Δ. Since the levels are ordered, e(N + j) ≥ e(N) and e(N − 1 − j) ≤ e(N − 1), so every promotion satisfies

e(N + j) − e(N − 1 − j) ≥ Δ ≥ h.

Summing over j = 0, …, m − 1 gives at least m h, hence C(m) ≥ 0. Conversely, if all costs with 1 ≤ m ≤ N are nonnegative, then so is C(1) = Δ − h, which gives h ≤ Δ.

The theorem states this equivalence for every N ≥ 1 and every real h. The first branch of its proof evaluates the cost at m = 1; the second bounds the sum term by term with `Finset.sum_le_sum`.

```lean
/-- For ordered levels and `N ≥ 1`, the costs of flipping `1, …, N` spins are all nonnegative
exactly when the Zeeman splitting does not exceed the gap. -/
theorem flipCost_nonneg_iff {e : ℕ → ℝ} (he : Monotone e) {N : ℕ} (hN : 1 ≤ N) (h : ℝ) :
    (∀ m, 1 ≤ m → m ≤ N → 0 ≤ flipCost e N h m) ↔ h ≤ levelGap e N := by
  constructor
  · -- a single flip already costs exactly the gap minus `h`
    intro H
    have h1 := H 1 le_rfl hN
    simp only [flipCost, Finset.sum_range_one, Nat.cast_one, add_zero, Nat.sub_zero,
      one_mul] at h1
    unfold levelGap
    linarith
  · -- every promotion costs at least the gap
    intro hh m _ _
    have hs : ∑ _j ∈ range m, h ≤ ∑ j ∈ range m, (e (N + j) - e (N - 1 - j)) := by
      apply Finset.sum_le_sum
      intro j _
      have a : e N ≤ e (N + j) := he (by omega)
      have b : e (N - 1 - j) ≤ e (N - 1) := he (by omega)
      unfold levelGap at hh
      linarith
    rw [Finset.sum_const, Finset.card_range, nsmul_eq_mul] at hs
    unfold flipCost
    linarith
```

As an example, take 14 non-interacting electrons in a cubic periodic cell of side L. Measure energies in units of (ħ²/2m_e)(2π/L)², where m_e is the electron mass. The plane-wave levels are then 0 (one orbital), 1 (six orbitals), 2 (twelve orbitals), and so on. Here N = 7, the filled levels are 0, 1, 1, 1, 1, 1, 1, and Δ = 2 − 1 = 1. The costs are

C(m) = m(1 − h) for m = 1, …, 6,

C(7) = 6 · 1 + 2 − 7h = 8 − 7h.

At h = 0.9 they run from C(1) = 0.1 to C(6) = 0.6, and C(7) = 1.7, so all are positive. At h = 1 the first six vanish together. At h = 1.1 the lowest of the seven is C(6) = −0.6, while C(7) = 0.3. Because of the degeneracy, six flips become favourable at the same field.

## Filling the negative levels is optimal

So far the competitors have been compact: each spin fills its lowest orbitals, and only flips towards spin up are considered. To admit every determinant, a fact about a single spin species is needed. Let f(i) be orbital energies with f(i) ≤ 0 for i < N and f(i) ≥ 0 for i ≥ N, and let S be any finite set of occupied orbitals. With T = {0, …, N − 1},

Σ_{i ∈ T} f(i) = Σ_{i ∈ T \ S} f(i) + Σ_{i ∈ T ∩ S} f(i) ≤ Σ_{i ∈ T ∩ S} f(i) ≤ Σ_{i ∈ S} f(i).

The first inequality drops nonpositive terms, and the second adds nonnegative ones. The set S may have any number of elements, as in a grand-canonical filling problem. In the Lean proof, `h1` is the decomposition, and `h2` and `h3` are the two inequalities.

```lean
/-- If the lowest `N` orbital energies are nonpositive and all others nonnegative, then no
finite set of occupied orbitals has a lower total energy than the lowest `N`. -/
theorem filling_negative_levels_is_optimal (f : ℕ → ℝ) (N : ℕ)
    (hneg : ∀ i, i < N → f i ≤ 0) (hpos : ∀ i, N ≤ i → 0 ≤ f i) (S : Finset ℕ) :
    ∑ i ∈ range N, f i ≤ ∑ i ∈ S, f i := by
  have h1 : ∑ i ∈ range N \ (range N ∩ S), f i + ∑ i ∈ range N ∩ S, f i
      = ∑ i ∈ range N, f i := Finset.sum_sdiff Finset.inter_subset_left
  have h2 : ∑ i ∈ range N \ (range N ∩ S), f i ≤ 0 := by
    apply Finset.sum_nonpos
    intro i hi
    exact hneg i (Finset.mem_range.mp (Finset.mem_sdiff.mp hi).1)
  have h3 : ∑ i ∈ range N ∩ S, f i ≤ ∑ i ∈ S, f i := by
    apply Finset.sum_le_sum_of_subset_of_nonneg Finset.inter_subset_right
    intro i hi hni
    apply hpos i
    by_contra hlt
    exact hni (Finset.mem_inter.mpr ⟨Finset.mem_range.mpr (by omega), hi⟩)
  linarith
```

## Among all determinants the condition is |h| ≤ Δ

Now compare the closed shell with every pair U, D satisfying |U| + |D| = 2N. Its energy E_0 = 2 Σ_{i < N} e(i) does not depend on h.

If the closed shell is lowest, it lies no higher than the determinant with one spin flipped up, nor than the one with one spin flipped down. These two comparisons read

Δ − h ≥ 0 and Δ + h ≥ 0,

which together say |h| ≤ Δ. The absolute value appears because the field may now favour either direction.

For the other implication, let μ = [e(N) + e(N − 1)]/2 be the middle of the gap, and define shifted energies

f_s(i) = e(i) − μ − s/2,

with s = h for spin up and s = −h for spin down. When |s| ≤ Δ, the ordering of the levels gives

f_s(i) ≤ −(Δ + s)/2 ≤ 0 for i < N,

f_s(i) ≥ (Δ − s)/2 ≥ 0 for i ≥ N.

The filling result therefore applies to each spin separately. Adding its two inequalities, for U with s = h and for D with s = −h, yields

E_0 − 2Nμ ≤ E_h(U, D) − (|U| + |D|)μ.

The electron number is fixed at 2N, so the μ terms cancel and E_0 ≤ E_h(U, D).

In Lean, the first branch writes N as n + 1 and inserts the two single-flip determinants as `up` and `dn`. In the second, `key` is the one-spin inequality for general s, used as `kU` and `kD`, and `hmu` cancels the mid-gap terms.

```lean
/-- For ordered levels and `N ≥ 1`, the closed shell has the least energy among all
configurations of `2N` electrons exactly when the Zeeman splitting is at most the gap in
absolute value. -/
theorem closed_shell_minimal_iff {e : ℕ → ℝ} (he : Monotone e) {N : ℕ} (hN : 1 ≤ N)
    (h : ℝ) :
    (∀ U D : Finset ℕ, U.card + D.card = 2 * N →
      configEnergy e h (range N) (range N) ≤ configEnergy e h U D) ↔
    |h| ≤ levelGap e N := by
  constructor
  · -- compare with one spin flipped up and one spin flipped down
    intro H
    obtain ⟨n, rfl⟩ := Nat.exists_eq_add_of_le' hN
    have up := H (range (n + 1 + 1)) (range n)
      (by rw [Finset.card_range, Finset.card_range]; omega)
    have dn := H (range n) (range (n + 1 + 1))
      (by rw [Finset.card_range, Finset.card_range]; omega)
    simp only [configEnergy, Finset.sum_range_succ, Finset.card_range] at up dn
    push_cast at up dn
    simp only [levelGap, Nat.add_sub_cancel]
    exact abs_le.mpr ⟨by linarith, by linarith⟩
  · intro hh U D hc
    obtain ⟨h1, h2⟩ := abs_le.mp hh
    unfold levelGap at h1 h2
    -- measured from mid-gap, shifted by the field, each spin fills its nonpositive levels
    have key : ∀ s : ℝ, -(e N - e (N - 1)) ≤ s → s ≤ e N - e (N - 1) → ∀ S : Finset ℕ,
        ∑ i ∈ range N, (e i - ((e N + e (N - 1)) / 2 + s / 2))
          ≤ ∑ i ∈ S, (e i - ((e N + e (N - 1)) / 2 + s / 2)) := by
      intro s hs1 hs2 S
      apply filling_negative_levels_is_optimal
      · intro i hi
        have a : e i ≤ e (N - 1) := he (by omega)
        linarith
      · intro i hi
        have a : e N ≤ e i := he hi
        linarith
    have kU := key h h1 h2 U
    have kD := key (-h) (by linarith) (by linarith) D
    simp only [Finset.sum_sub_distrib, Finset.sum_const, nsmul_eq_mul,
      Finset.card_range] at kU kD
    -- the mid-gap reference drops out because the electron number is fixed
    have hc' : (U.card : ℝ) + D.card = 2 * N := by exact_mod_cast hc
    have hmu : ((U.card : ℝ) + D.card) * ((e N + e (N - 1)) / 2)
        = 2 * N * ((e N + e (N - 1)) / 2) := by rw [hc']
    simp only [configEnergy, Finset.card_range]
    linarith
```

## Below the gap every polarized determinant lies higher

At |h| = Δ a single flip costs nothing, so a polarized determinant can tie with the closed shell. For |h| < Δ no tie is possible. Let M = |U| − |D| be the population difference. If M > 0, compare with the threshold field h = Δ:

E_h(U, D) = E_Δ(U, D) + (Δ − h)M/2 > E_Δ(U, D) ≥ E_0.

The last inequality is the previous theorem at splitting Δ. If M < 0, the field −Δ serves instead:

E_h(U, D) = E_(−Δ)(U, D) + (Δ + h)(−M)/2 > E_(−Δ)(U, D) ≥ E_0.

The two cases of the Lean proof are these two signs. In each, `k` is the threshold comparison and `hprod` is the positive product. The condition N ≥ 1 is not assumed here, since unequal populations already require at least one electron.

```lean
/-- For ordered levels and a Zeeman splitting smaller in absolute value than the gap, every
configuration of `2N` electrons with unequal spin populations lies strictly above the
closed shell. -/
theorem no_polarization_below_gap {e : ℕ → ℝ} (he : Monotone e) {N : ℕ} {h : ℝ}
    (hh : |h| < levelGap e N) {U D : Finset ℕ} (hc : U.card + D.card = 2 * N)
    (hp : U.card ≠ D.card) :
    configEnergy e h (range N) (range N) < configEnergy e h U D := by
  have hN : 1 ≤ N := by omega
  have hg : 0 ≤ levelGap e N := (abs_nonneg h).trans hh.le
  obtain ⟨h1, h2⟩ := abs_lt.mp hh
  -- compare with the threshold field that favours the same polarization
  rcases lt_or_gt_of_ne hp with hlt | hlt
  · have k := (closed_shell_minimal_iff he hN (-levelGap e N)).mpr
      (le_of_eq (by rw [abs_neg, abs_of_nonneg hg])) U D hc
    have hlt' : (U.card : ℝ) < D.card := by exact_mod_cast hlt
    have hprod := mul_pos (show 0 < h + levelGap e N by linarith) (sub_pos.mpr hlt')
    simp only [configEnergy] at k ⊢
    nlinarith [hprod, k]
  · have k := (closed_shell_minimal_iff he hN (levelGap e N)).mpr
      (le_of_eq (abs_of_nonneg hg)) U D hc
    have hlt' : (D.card : ℝ) < U.card := by exact_mod_cast hlt
    have hprod := mul_pos (show 0 < levelGap e N - h by linarith) (sub_pos.mpr hlt')
    simp only [configEnergy] at k ⊢
    nlinarith [hprod, k]

end

end FiniteCellSpinResponse
```

For simulations of the electron gas in a finite cell, this means that non-interacting electrons in a closed shell show no ground-state spin polarization at any splitting of magnitude below Δ. If Δ > 0, the zero-temperature slope of polarization against field at h = 0 is therefore zero, whereas the infinite non-interacting gas has a nonzero Pauli susceptibility.

```lean
#print axioms FiniteCellSpinResponse.flipCost_eq_energy_difference
-- 'FiniteCellSpinResponse.flipCost_eq_energy_difference' depends on axioms: [propext, Classical.choice, Quot.sound]
#print axioms FiniteCellSpinResponse.flipCost_nonneg_iff
-- 'FiniteCellSpinResponse.flipCost_nonneg_iff' depends on axioms: [propext, Classical.choice, Quot.sound]
#print axioms FiniteCellSpinResponse.closed_shell_minimal_iff
-- 'FiniteCellSpinResponse.closed_shell_minimal_iff' depends on axioms: [propext, Classical.choice, Quot.sound]
#print axioms FiniteCellSpinResponse.no_polarization_below_gap
-- 'FiniteCellSpinResponse.no_polarization_below_gap' depends on axioms: [propext, Classical.choice, Quot.sound]
```
